# Largest-pivot Jacobi iterates of a real symmetric matrix converge if the angles stay within \(\pi/4\)

To find the levels of a real symmetric Hamiltonian matrix, one can remove its couplings one at a time by plane rotations, although each rotation may revive couplings removed earlier. If a coupling of largest magnitude is removed each time, two choices remain at each step: which one to take when several are equally large, and which angle to use. Here a step is a relation between successive matrices, so the result holds for every choice with a largest pivot and an angle of at most \(\pi/4\) in magnitude. The iterates then converge entrywise to a diagonal matrix with the original characteristic polynomial.

## Why the total movement is finite

Let \(A\) be symmetric of dimension \(n\ge2\), with \(g=A_{pq}\) an off-diagonal entry of largest magnitude. Write \(a=A_{pp}\), \(b=A_{qq}\), \(c=\cos\theta\), \(s=\sin\theta\). The rotation \(G\) has \(G_{pp}=G_{qq}=c\), \(G_{pq}=s=-G_{qp}\), and \(B=G^TAG\) has

\[
B_{pp}=c^2a-2scg+s^2b,\qquad B_{pq}=sc(a-b)+(c^2-s^2)g .
\]

\(B_{pq}=0\) is solved by \(\theta=\tfrac12\arctan\frac{-2g}{a-b}\), or by \(\theta=\pi/4\) if \(a=b\). For every angle with \(|\theta|\le\pi/4\) and \(B_{pq}=0\), inserting this last equation into \(B_{pp}\) gives

\[
c(B_{pp}-a)=-s\,[sc(a-b)]-2sc^2g=s(c^2-s^2)g-2sc^2g=-sg .
\]

So \(B_{pp}-a=-g\tan\theta\), and \(B_{qq}-b=g\tan\theta\) because the trace is kept. Since \(|\tan\theta|\le1\), no diagonal entry moves by more than \(|g|\).

Let \(r_A^2=\sum_{i\ne j}A_{ij}^2\). The rotation preserves \(\operatorname{tr}A^2\), and in the rotated block \(B_{pp}^2+B_{qq}^2=a^2+b^2+2g^2\), so \(r_B^2=r_A^2-2g^2\). As \(g\) is largest, \(r_B\le r_A\le n|g|\), hence

\[
2g^2=(r_A-r_B)(r_A+r_B)\le 2n|g|(r_A-r_B),\qquad |g|\le n(r_A-r_B),
\]

the last bound being trivial for \(g=0\). Summed over the steps, the right side telescopes to at most \(nr_0\), where \(r_0\) belongs to the initial matrix. The off-diagonal entries are therefore absolutely summable over the steps and tend to zero, and each diagonal entry travels a finite path and converges. Finally, \(\det(xI-G^TAG)=\det(xI-A)\), and continuity carries this determinant to the limit.

## One step on three orbitals

\[
\begin{pmatrix}4&2&0\\2&1&1\\0&1&0\end{pmatrix}\to
\begin{pmatrix}5&0&1/\sqrt5\\0&0&2/\sqrt5\\1/\sqrt5&2/\sqrt5&0\end{pmatrix}
\]

Here \(\tan2\theta=-4/3\), so \(\tan\theta=-1/2\). The zero coupling between orbitals 1 and 3 is filled in, yet \(r^2\) falls from 10 to 2.

A program for this method updates only rows and columns \(p\) and \(q\), multiplies the accumulated orbital matrix by \(G\) from the right, and stops once the couplings are below a threshold. For a fixed, finite, real symmetric Fock matrix in an orthonormal basis, the limiting diagonal holds the orbital energies; a self-consistent cycle, which rebuilds the Fock matrix from new orbitals, is a different iteration.

## Rotations and steps in Lean

```lean
import Mathlib

open Matrix Filter Topology

namespace JacobiIterates

noncomputable section

variable {n : Type*} [Fintype n] [DecidableEq n]
```

In the code `n` is the finite set of orbital labels, and the dimension is `Fintype.card n`.

```lean
/-- The Givens rotation by the angle `θ` in the plane of two distinct basis orbitals `p` and `q`. -/
def givens (p q : n) (θ : ℝ) : Matrix n n ℝ := Matrix.of fun i j =>
  if j = p then (if i = p then Real.cos θ else 0) - (if i = q then Real.sin θ else 0)
  else if j = q then (if i = p then Real.sin θ else 0) + (if i = q then Real.cos θ else 0)
  else if i = j then 1 else 0
```

The parameter `φ` below is the largest allowed angle, not the rotation angle.

```lean
/-- One Jacobi step from `A` to `B`: a rotation of angle at most `φ` in magnitude annihilates
an off-diagonal entry of largest magnitude. -/
def JacobiStep (φ : ℝ) (A B : Matrix n n ℝ) : Prop :=
  ∃ (p q : n) (θ : ℝ), p ≠ q ∧ (∀ i j, i ≠ j → |A i j| ≤ |A p q|) ∧ |θ| ≤ φ ∧
    B = (givens p q θ)ᵀ * A * givens p q θ ∧ B p q = 0
```

`offSq` is \(r^2\), with each pair counted twice.

```lean
/-- The sum of the squares of all off-diagonal entries. -/
def offSq (A : Matrix n n ℝ) : ℝ := ∑ i, ∑ j, if i = j then 0 else A i j ^ 2
```

The next three lemmas give the column mixing, \(G^TG=1\) by cases on the indices, and the entries of \(B\) used above.

```lean
/-- Multiplication by a Givens rotation from the right mixes columns `p` and `q` only. -/
theorem mul_givens (M : Matrix n n ℝ) (p q : n) (θ : ℝ) (i j : n) :
    (M * givens p q θ) i j =
      if j = p then M i p * Real.cos θ - M i q * Real.sin θ
      else if j = q then M i p * Real.sin θ + M i q * Real.cos θ else M i j := by
  by_cases hp : j = p
  · subst hp
    simp [givens, Matrix.mul_apply, mul_sub, Finset.sum_sub_distrib]
  · by_cases hq : j = q
    · subst hq
      simp [givens, Matrix.mul_apply, hp, mul_add, Finset.sum_add_distrib]
    · simp [givens, Matrix.mul_apply, hp, hq]

/-- A Givens rotation in the plane of two distinct orbitals is orthogonal. -/
theorem givens_orthogonal {p q : n} (hpq : p ≠ q) (θ : ℝ) :
    (givens p q θ)ᵀ * givens p q θ = 1 := by
  ext i j
  rw [mul_givens]
  simp only [Matrix.transpose_apply, givens, Matrix.of_apply, Matrix.one_apply]
  have hN := Real.sin_sq_add_cos_sq θ
  by_cases hjp : j = p
  · by_cases hip : i = p
    · simp only [hjp, hip, hpq, hpq.symm, if_true, if_false]
      linear_combination hN
    · by_cases hiq : i = q
      · simp only [hjp, hiq, hpq, hpq.symm, if_true, if_false]
        ring
      · simp only [hjp, hip, hiq, Ne.symm hip, Ne.symm hiq, if_true, if_false]
        ring
  · by_cases hjq : j = q
    · by_cases hip : i = p
      · simp only [hjq, hip, hpq, hpq.symm, if_true, if_false]
        ring
      · by_cases hiq : i = q
        · simp only [hjq, hiq, hpq, hpq.symm, if_true, if_false]
          linear_combination hN
        · simp only [hjq, hip, hiq, hpq.symm, Ne.symm hip, Ne.symm hiq, if_true, if_false]
          ring
    · by_cases hip : i = p
      · simp only [hip, hjp, hjq, Ne.symm hjp, if_true, if_false]
        ring
      · by_cases hiq : i = q
        · simp only [hiq, hjp, hjq, hpq.symm, Ne.symm hjq, if_true, if_false]
          ring
        · by_cases hij : i = j
          · simp only [hij, hjp, hjq, if_true, if_false]
          · simp only [hip, hiq, hjp, hjq, hij, Ne.symm hij, if_false]

/-- The diagonal entries and the pivot of a symmetric matrix after a rotation in the plane of
two distinct orbitals. -/
theorem rotated_entries {A : Matrix n n ℝ} (hA : A.IsSymm) {p q : n} (hpq : p ≠ q) (θ : ℝ) :
    ((givens p q θ)ᵀ * A * givens p q θ) p p = Real.cos θ ^ 2 * A p p
        - 2 * Real.sin θ * Real.cos θ * A p q + Real.sin θ ^ 2 * A q q ∧
    ((givens p q θ)ᵀ * A * givens p q θ) q q = Real.sin θ ^ 2 * A p p
        + 2 * Real.sin θ * Real.cos θ * A p q + Real.cos θ ^ 2 * A q q ∧
    ((givens p q θ)ᵀ * A * givens p q θ) p q = Real.sin θ * Real.cos θ * (A p p - A q q)
        + (Real.cos θ ^ 2 - Real.sin θ ^ 2) * A p q ∧
    ∀ i, i ≠ p → i ≠ q → ((givens p q θ)ᵀ * A * givens p q θ) i i = A i i := by
  have h : (givens p q θ)ᵀ * A * givens p q θ
      = ((A * givens p q θ)ᵀ * givens p q θ)ᵀ := by
    simp only [Matrix.transpose_mul, Matrix.transpose_transpose, Matrix.mul_assoc]
  have hs : A q p = A p q := hA.apply p q
  rw [h]
  refine ⟨?_, ?_, ?_, fun i hp hq => ?_⟩
  · simp only [Matrix.transpose_apply, mul_givens, hpq, if_true, if_false, hs]
    ring
  · simp only [Matrix.transpose_apply, mul_givens, hpq.symm, if_true, if_false, hs]
    ring
  · simp only [Matrix.transpose_apply, mul_givens, hpq, hpq.symm, if_true, if_false, hs]
    ring
  · simp only [Matrix.transpose_apply, mul_givens, hp, hq, if_false]
```

The form \(G^TAG\) keeps the matrix symmetric, and orthogonality of \(G\) preserves the characteristic polynomial.

```lean
/-- A Jacobi step keeps a symmetric matrix symmetric and preserves its characteristic
polynomial. -/
theorem step_invariants {φ : ℝ} {A B : Matrix n n ℝ} (hA : A.IsSymm) (h : JacobiStep φ A B) :
    B.IsSymm ∧ B.charpoly = A.charpoly := by
  obtain ⟨p, q, θ, hpq, -, -, hB, -⟩ := h
  have hG : givens p q θ * (givens p q θ)ᵀ = 1 := mul_eq_one_comm.1 (givens_orthogonal hpq θ)
  constructor
  · rw [hB]
    simp only [Matrix.IsSymm, Matrix.transpose_mul, Matrix.transpose_transpose, hA.eq,
      Matrix.mul_assoc]
  · rw [hB, Matrix.mul_assoc, Matrix.charpoly_mul_comm, Matrix.mul_assoc, hG, Matrix.mul_one]
```

## Existence of a sequence

`Nontrivial n` means at least two orbitals, so that a pivot exists. The proof takes a largest off-diagonal entry and the angle found above; `choose` turns this into a map, which is iterated.

```lean
/-- In dimension at least two, a sequence of Jacobi steps with angles at most `π/4` in magnitude
starts from every real symmetric matrix. -/
theorem exists_jacobi_sequence [Nontrivial n] (A₀ : Matrix n n ℝ) (h₀ : A₀.IsSymm) :
    ∃ A : ℕ → Matrix n n ℝ, A 0 = A₀ ∧ ∀ k, JacobiStep (Real.pi / 4) (A k) (A (k + 1)) := by
  have key : ∀ A : {A : Matrix n n ℝ // A.IsSymm}, ∃ B : {B : Matrix n n ℝ // B.IsSymm},
      JacobiStep (Real.pi / 4) A.1 B.1 := by
    rintro ⟨A, hA⟩
    obtain ⟨a, b, hab⟩ := exists_pair_ne n
    obtain ⟨⟨p, q⟩, hm, hmax⟩ := Finset.exists_max_image
      (Finset.univ.filter fun x : n × n => x.1 ≠ x.2) (fun x => |A x.1 x.2|)
      ⟨(a, b), by simp [hab]⟩
    have hpq : p ≠ q := by simpa using hm
    -- the angle is π/4 if A p p = A q q; otherwise tan 2θ = -2 A p q / (A p p - A q q)
    have hang : ∃ θ : ℝ, |θ| ≤ Real.pi / 4 ∧ Real.sin θ * Real.cos θ * (A p p - A q q)
        + (Real.cos θ ^ 2 - Real.sin θ ^ 2) * A p q = 0 := by
      by_cases hd : A p p - A q q = 0
      · refine ⟨Real.pi / 4, (abs_of_pos (by positivity)).le, ?_⟩
        rw [hd, Real.cos_pi_div_four, Real.sin_pi_div_four]
        ring
      · obtain ⟨t, ht⟩ : ∃ t : ℝ, t * (A p p - A q q) = -2 * A p q :=
          ⟨-2 * A p q / (A p p - A q q), div_mul_cancel₀ _ hd⟩
        have h1 := Real.tan_arctan t
        rw [Real.tan_eq_sin_div_cos, div_eq_iff (Real.cos_arctan_pos t).ne'] at h1
        have e : 2 * (Real.arctan t / 2) = Real.arctan t := by ring
        have h2 := Real.sin_two_mul (Real.arctan t / 2)
        have h3 := Real.cos_two_mul' (Real.arctan t / 2)
        rw [e] at h2 h3
        refine ⟨Real.arctan t / 2, abs_le.2 ⟨?_, ?_⟩, ?_⟩
        · linarith [Real.neg_pi_div_two_lt_arctan t]
        · linarith [Real.arctan_lt_pi_div_two t]
        · linear_combination (-(A p p - A q q) / 2) * h2 - A p q * h3
            + ((A p p - A q q) / 2) * h1 + (Real.cos (Real.arctan t) / 2) * ht
    obtain ⟨θ, hθ, hz⟩ := hang
    have hstep : JacobiStep (Real.pi / 4) A ((givens p q θ)ᵀ * A * givens p q θ) :=
      ⟨p, q, θ, hpq, fun i j hij => hmax (i, j) (by simp [hij]), hθ, rfl,
        (rotated_entries hA hpq θ).2.2.1.trans hz⟩
    exact ⟨⟨_, (step_invariants hA hstep).1⟩, hstep⟩
  choose f hf using key
  refine ⟨fun k => (f^[k] ⟨A₀, h₀⟩).1, rfl, fun k => ?_⟩
  simpa only [Function.iterate_succ_apply'] using hf (f^[k] ⟨A₀, h₀⟩)
```

## From one step to the limit

In `step_bound`, `hdrop` is the loss of \(2g^2\), `hpiv` the bound on \(|g|\), and `hp` the bound on the diagonal shift. The `linear_combination` calls insert \(s^2+c^2=1\) and the pivot equation.

```lean
/-- In a Jacobi step on a symmetric matrix with angle at most `π/4` in magnitude, the off-diagonal
magnitudes before the step and the shifts of the diagonal entries are at most the dimension times
the drop of the root of the off-diagonal sum of squares. -/
theorem step_bound {A B : Matrix n n ℝ} (hA : A.IsSymm) (h : JacobiStep (Real.pi / 4) A B) :
    (∀ i j, i ≠ j →
      |A i j| ≤ Fintype.card n * (Real.sqrt (offSq A) - Real.sqrt (offSq B))) ∧
    ∀ i, |B i i - A i i| ≤ Fintype.card n * (Real.sqrt (offSq A) - Real.sqrt (offSq B)) := by
  have hBs := (step_invariants hA h).1
  obtain ⟨p, q, θ, hpq, hmax, hθ, hB, h0⟩ := h
  obtain ⟨epp, eqq, epq, eii⟩ := rotated_entries hA hpq θ
  rw [← hB] at epp eqq epq
  simp only [← hB] at eii
  rw [epq] at h0
  have hN := Real.sin_sq_add_cos_sq θ
  have hG : givens p q θ * (givens p q θ)ᵀ = 1 := mul_eq_one_comm.1 (givens_orthogonal hpq θ)
  have hoff : ∀ M : Matrix n n ℝ, M.IsSymm →
      offSq M = (M * M).trace - ∑ i, M i i ^ 2 := by
    intro M hM
    simp only [offSq, Matrix.trace, Matrix.diag_apply, Matrix.mul_apply]
    rw [← Finset.sum_sub_distrib]
    refine Finset.sum_congr rfl fun i _ => ?_
    have hd : M i i ^ 2 = ∑ j, if i = j then M i j ^ 2 else 0 := by simp
    rw [hd, ← Finset.sum_sub_distrib]
    refine Finset.sum_congr rfl fun j _ => ?_
    rw [hM.apply i j]
    split_ifs <;> ring
  -- the full sum of squares is invariant, so the diagonal gains what the pivot loses
  have htr : (B * B).trace = (A * A).trace := by
    have hBB : B * B = (givens p q θ)ᵀ * (A * A * givens p q θ) := by
      calc B * B = (givens p q θ)ᵀ * A * (givens p q θ * (givens p q θ)ᵀ) * A
            * givens p q θ := by rw [hB]; simp only [Matrix.mul_assoc]
        _ = _ := by rw [hG, Matrix.mul_one]; simp only [Matrix.mul_assoc]
    rw [hBB, Matrix.trace_mul_comm, Matrix.mul_assoc (A * A), hG, Matrix.mul_one]
  have hdiag : ∑ i, (B i i ^ 2 - A i i ^ 2) = 2 * A p q ^ 2 := by
    rw [Fintype.sum_eq_add p q hpq (fun i hi => by rw [eii i hi.1 hi.2, sub_self]), epp, eqq]
    linear_combination (Real.sin θ ^ 2 + Real.cos θ ^ 2 + 1)
      * (A p p ^ 2 + A q q ^ 2 + 2 * A p q ^ 2) * hN
      - 2 * (Real.sin θ * Real.cos θ * (A p p - A q q)
        + (Real.cos θ ^ 2 - Real.sin θ ^ 2) * A p q) * h0
  rw [Finset.sum_sub_distrib] at hdiag
  have hdrop : offSq A = offSq B + 2 * |A p q| ^ 2 := by
    rw [hoff A hA, hoff B hBs, htr, sq_abs]
    linarith
  have hnn : ∀ M : Matrix n n ℝ, 0 ≤ offSq M := fun M =>
    Finset.sum_nonneg fun i _ => Finset.sum_nonneg fun j _ => by split_ifs <;> positivity
  have hX : Real.sqrt (offSq A) ≤ Fintype.card n * |A p q| := by
    refine Real.sqrt_le_iff.2 ⟨by positivity, ?_⟩
    calc offSq A ≤ ∑ _i : n, ∑ _j : n, |A p q| ^ 2 := by
          refine Finset.sum_le_sum fun i _ => Finset.sum_le_sum fun j _ => ?_
          split_ifs with hij
          · positivity
          · rw [← sq_abs (A i j)]
            exact pow_le_pow_left₀ (abs_nonneg _) (hmax i j hij) 2
      _ = (Fintype.card n * |A p q|) ^ 2 := by
          simp only [Finset.sum_const, Finset.card_univ, nsmul_eq_mul]
          ring
  have hYX : Real.sqrt (offSq B) ≤ Real.sqrt (offSq A) :=
    Real.sqrt_le_sqrt (by nlinarith [sq_nonneg |A p q|])
  -- factor the drop of the squares as a difference times a sum
  have hpiv : |A p q| ≤ Fintype.card n * (Real.sqrt (offSq A) - Real.sqrt (offSq B)) := by
    rcases (abs_nonneg (A p q)).eq_or_lt with ha | ha
    · rw [← ha]
      exact mul_nonneg (Nat.cast_nonneg _) (sub_nonneg.2 hYX)
    · refine le_of_mul_le_mul_left ?_ ha
      have h1 := Real.sq_sqrt (hnn A)
      have h2 := Real.sq_sqrt (hnn B)
      have h3 := mul_le_mul_of_nonneg_left
        (show Real.sqrt (offSq A) + Real.sqrt (offSq B) ≤ 2 * (Fintype.card n * |A p q|) by
          linarith) (sub_nonneg.2 hYX)
      nlinarith
  -- the angle bound gives |sin θ| ≤ cos θ, hence a diagonal shift of at most the pivot
  have hθ' := abs_le.1 hθ
  have hc : 0 < Real.cos θ := Real.cos_pos_of_mem_Ioo
    ⟨by linarith [Real.pi_pos], by linarith [Real.pi_pos]⟩
  have hs : |Real.sin θ| ≤ Real.cos θ := by
    have h2 : 0 ≤ Real.cos (2 * θ) := Real.cos_nonneg_of_mem_Icc
      ⟨by linarith, by linarith⟩
    rw [Real.cos_two_mul'] at h2
    exact abs_le_of_sq_le_sq (by linarith) hc.le
  have hp : |B p p - A p p| ≤ |A p q| := by
    have h1 : Real.cos θ * (B p p - A p p) = -(Real.sin θ * A p q) := by
      rw [epp]
      linear_combination (Real.cos θ * A p p - Real.sin θ * A p q) * hN - Real.sin θ * h0
    refine le_of_mul_le_mul_left ?_ hc
    calc Real.cos θ * |B p p - A p p| = |Real.cos θ * (B p p - A p p)| := by
          rw [abs_mul, abs_of_pos hc]
      _ = |Real.sin θ| * |A p q| := by rw [h1, abs_neg, abs_mul]
      _ ≤ Real.cos θ * |A p q| := mul_le_mul_of_nonneg_right hs (abs_nonneg _)
  refine ⟨fun i j hij => (hmax i j hij).trans hpiv, fun i => le_trans ?_ hpiv⟩
  by_cases hip : i = p
  · rw [hip]
    exact hp
  · by_cases hiq : i = q
    · have h1 : B q q - A q q = -(B p p - A p p) := by
        rw [epp, eqq]
        linear_combination (A p p + A q q) * hN
      rw [hiq, h1, abs_neg]
      exact hp
    · rw [eii i hip hiq, sub_self, abs_zero]
      exact abs_nonneg _
```

`tele` performs the telescoping sum.

```lean
/-- Along Jacobi steps from a symmetric matrix with angles at most `π/4` in magnitude, the summed
magnitudes of each off-diagonal entry and the path length of each diagonal entry are at most the
dimension times the root of the initial off-diagonal sum of squares. -/
theorem path_length {A : ℕ → Matrix n n ℝ} (h₀ : (A 0).IsSymm)
    (h : ∀ k, JacobiStep (Real.pi / 4) (A k) (A (k + 1))) (N : ℕ) :
    (∀ i j, i ≠ j →
      ∑ k ∈ Finset.range N, |A k i j| ≤ Fintype.card n * Real.sqrt (offSq (A 0))) ∧
    ∀ i, ∑ k ∈ Finset.range N, |A (k + 1) i i - A k i i|
      ≤ Fintype.card n * Real.sqrt (offSq (A 0)) := by
  have hs : ∀ k, (A k).IsSymm := fun k => by
    induction k with
    | zero => exact h₀
    | succ k ih => exact (step_invariants ih (h k)).1
  -- the one-step bounds telescope
  have tele : ∀ f : ℕ → ℝ, (∀ k, f k ≤ Fintype.card n *
      (Real.sqrt (offSq (A k)) - Real.sqrt (offSq (A (k + 1))))) →
      ∑ k ∈ Finset.range N, f k ≤ Fintype.card n * Real.sqrt (offSq (A 0)) := by
    intro f hf
    refine (Finset.sum_le_sum fun k _ => hf k).trans ?_
    rw [← Finset.mul_sum, Finset.sum_range_sub' (fun k => Real.sqrt (offSq (A k)))]
    exact mul_le_mul_of_nonneg_left (sub_le_self _ (Real.sqrt_nonneg _)) (Nat.cast_nonneg _)
  exact ⟨fun i j hij => tele _ fun k => (step_bound (hs k) (h k)).1 i j hij,
    fun i => tele _ fun k => (step_bound (hs k) (h k)).2 i⟩
```

The main theorem assumes a symmetric start and a valid step at every \(k\). Its `d` lists the limiting diagonal, in no prescribed order. It gives no rate and no convergence of the accumulated orbitals, and its entries are real numbers: floating-point rotations are orthogonal only up to rounding.

```lean
/-- Jacobi iterates of a real symmetric matrix, with an off-diagonal entry of largest magnitude
annihilated in each step by a rotation of angle at most `π/4` in magnitude, converge entrywise to a
diagonal matrix with the same characteristic polynomial. -/
theorem jacobi_converges {A : ℕ → Matrix n n ℝ} (h₀ : (A 0).IsSymm)
    (h : ∀ k, JacobiStep (Real.pi / 4) (A k) (A (k + 1))) :
    ∃ d : n → ℝ, (∀ i j, Tendsto (fun k => A k i j) atTop (𝓝 (Matrix.diagonal d i j))) ∧
      (Matrix.diagonal d).charpoly = (A 0).charpoly := by
  -- diagonal entries have finite path length, so they converge
  have hd : ∀ i, ∃ x, Tendsto (fun k => A k i i) atTop (𝓝 x) := fun i => by
    refine cauchySeq_tendsto_of_complete (cauchySeq_of_summable_dist ?_)
    refine summable_of_sum_range_le (fun _ => dist_nonneg)
      (c := Fintype.card n * Real.sqrt (offSq (A 0))) fun N => ?_
    simpa only [Real.dist_eq, abs_sub_comm, Nat.succ_eq_add_one] using (path_length h₀ h N).2 i
  choose d hd using hd
  have hlim : ∀ i j, Tendsto (fun k => A k i j) atTop (𝓝 (Matrix.diagonal d i j)) := by
    intro i j
    by_cases hij : i = j
    · subst hij
      rw [Matrix.diagonal_apply_eq]
      exact hd i
    · rw [Matrix.diagonal_apply_ne _ hij]
      exact (tendsto_zero_iff_abs_tendsto_zero _).2 (summable_of_sum_range_le
        (fun _ => abs_nonneg _) fun N => (path_length h₀ h N).1 i j hij).tendsto_atTop_zero
  refine ⟨d, hlim, Polynomial.funext fun x => ?_⟩
  have hinv : ∀ k, (A k).IsSymm ∧ (A k).charpoly = (A 0).charpoly := fun k => by
    induction k with
    | zero => exact ⟨h₀, rfl⟩
    | succ k ih =>
      have hk := step_invariants ih.1 (h k)
      exact ⟨hk.1, hk.2.trans ih.2⟩
  -- the secular determinant is continuous and constant along the iteration
  have hA : Tendsto A atTop (𝓝 (Matrix.diagonal d)) :=
    tendsto_pi_nhds.2 fun i => tendsto_pi_nhds.2 fun j => hlim i j
  have hcont : Continuous fun M : Matrix n n ℝ => (Matrix.scalar n x - M).det :=
    (continuous_const.sub continuous_id).matrix_det
  have h1 := (hcont.tendsto (Matrix.diagonal d)).comp hA
  have h2 : ((fun M : Matrix n n ℝ => (Matrix.scalar n x - M).det) ∘ A)
      = fun _ => (A 0).charpoly.eval x := by
    funext k
    rw [Function.comp_apply, ← Matrix.eval_charpoly, (hinv k).2]
  rw [h2] at h1
  rw [Matrix.eval_charpoly]
  exact tendsto_nhds_unique h1 tendsto_const_nhds
```

The angle limit cannot be relaxed as far as \(\pi/2\): a quarter turn in every step swaps the diagonal entries \(1\) and \(-1\) of an already diagonal matrix forever.

```lean
/-- With angles up to `π/2` allowed, the two diagonal entries `1` and `-1` of a diagonal matrix can
be swapped in every step, and the iterates do not converge. -/
theorem angle_bound_needed :
    (∀ k : ℕ, JacobiStep (Real.pi / 2) !![(-1 : ℝ) ^ k, 0; 0, (-1) ^ (k + 1)]
      !![(-1 : ℝ) ^ (k + 1), 0; 0, (-1) ^ (k + 1 + 1)]) ∧
    ¬ ∃ L : ℝ, Tendsto (fun k : ℕ => !![(-1 : ℝ) ^ k, 0; 0, (-1) ^ (k + 1)] 0 0)
      atTop (𝓝 L) := by
  constructor
  · intro k
    refine ⟨0, 1, Real.pi / 2, by decide, ?_, (abs_of_pos (by positivity)).le, ?_, by simp⟩
    · intro i j hij
      fin_cases i <;> fin_cases j <;> simp at hij ⊢
    · ext i j
      fin_cases i <;> fin_cases j <;>
        simp [givens, Matrix.mul_apply, pow_succ]
  · rintro ⟨L, hL⟩
    have h1 : Tendsto (fun k : ℕ => (-1 : ℝ) ^ k) atTop (𝓝 L) := by simpa using hL
    have h2 : Tendsto (fun k : ℕ => (-1 : ℝ) ^ (k + 1)) atTop (𝓝 L) :=
      h1.comp (tendsto_add_atTop_nat 1)
    have h3 : Tendsto (fun k : ℕ => (-1 : ℝ) ^ (k + 1)) atTop (𝓝 (-L)) := by
      simpa [pow_succ] using h1.neg
    have h4 : Tendsto (fun _ : ℕ => (1 : ℝ)) atTop (𝓝 |L|) := by
      simpa [abs_pow] using h1.abs
    have h5 := tendsto_nhds_unique h2 h3
    have h6 := tendsto_nhds_unique h4 tendsto_const_nhds
    have h7 : L = 0 := by linarith
    rw [h7, abs_zero] at h6
    exact zero_ne_one h6

end

end JacobiIterates
```

```lean
#print axioms JacobiIterates.exists_jacobi_sequence
#print axioms JacobiIterates.jacobi_converges
#print axioms JacobiIterates.angle_bound_needed
```

```
'JacobiIterates.exists_jacobi_sequence' depends on axioms: [propext, Classical.choice, Quot.sound]
'JacobiIterates.jacobi_converges' depends on axioms: [propext, Classical.choice, Quot.sound]
'JacobiIterates.angle_bound_needed' depends on axioms: [propext, Classical.choice, Quot.sound]
```
